# Relaxed stiffness of a harmonic bond network: its rank is rank [A B] − rank B, and stability under strain needs as many self-stresses as strain components

Take a crystal modelled by harmonic springs, all at their natural length, with b springs per cell. To first order, a matrix A turns strain into bond extensions, and a matrix B does the same for internal displacements. If b − rank B is smaller than the number m of strain components, some nonzero strain costs no energy to second order once the atoms have relaxed, whatever A is. This can be checked before any elastic constant is computed.

```lean
import Mathlib

open Matrix

namespace InternalStrainRank

variable {β μ ν : Type*} [Fintype β] [Fintype μ] [Fintype ν]

/-- Squared length of the bond extensions `A e + B u` produced by the strain `e` and the
internal displacements `u`. -/
def bondEnergy (A : Matrix β μ ℝ) (B : Matrix β ν ℝ) (e : μ → ℝ) (u : ν → ℝ) : ℝ :=
  (A *ᵥ e + B *ᵥ u) ⬝ᵥ (A *ᵥ e + B *ᵥ u)

/-- `S` is a relaxed stiffness: it is symmetric, and `e · S e` is the minimum of the bond energy
over the internal displacements, for every strain `e`. -/
def IsRelaxedStiffness (A : Matrix β μ ℝ) (B : Matrix β ν ℝ) (S : Matrix μ μ ℝ) : Prop :=
  S.IsSymm ∧ ∀ e, IsLeast (Set.range (bondEnergy A B e)) (e ⬝ᵥ S *ᵥ e)

/-- The self-stresses: bond tensions that exert no force on any internal coordinate. -/
def selfStress (B : Matrix β ν ℝ) : Submodule ℝ (β → ℝ) :=
  LinearMap.ker Bᵀ.mulVecLin

/-- The quadratic form of `Rᵀ R` is the squared length of `R e`. -/
theorem gram_form (R : Matrix β μ ℝ) (e : μ → ℝ) :
    e ⬝ᵥ (Rᵀ * R) *ᵥ e = (R *ᵥ e) ⬝ᵥ (R *ᵥ e) := by
  rw [← Matrix.mulVec_mulVec, Matrix.dotProduct_mulVec, Matrix.vecMul_transpose]

omit [Fintype μ] in
/-- Some linear response `u = X e` of the internal coordinates balances all internal forces
at every strain. -/
theorem exists_internal_response (A : Matrix β μ ℝ) (B : Matrix β ν ℝ) :
    ∃ X : Matrix ν μ ℝ, Bᵀ * (A + B * X) = 0 := by
  -- `Bᵀ B` and `Bᵀ` have the same range, so the normal equations are solvable
  have hr : LinearMap.range (Bᵀ * B).mulVecLin = LinearMap.range Bᵀ.mulVecLin := by
    apply Submodule.eq_of_le_of_finrank_eq
    · rintro _ ⟨x, rfl⟩
      exact ⟨B *ᵥ x, by simp⟩
    · change (Bᵀ * B).rank = Bᵀ.rank
      rw [Matrix.rank_transpose_mul_self, Matrix.rank_transpose]
  have hx : ∀ j, ∃ x, (Bᵀ * B) *ᵥ x = Bᵀ *ᵥ (fun i => -A i j) := by
    intro j
    have h : Bᵀ *ᵥ (fun i => -A i j) ∈ LinearMap.range (Bᵀ * B).mulVecLin := by
      rw [hr]
      exact ⟨_, rfl⟩
    obtain ⟨x, hx⟩ := h
    exact ⟨x, hx⟩
  choose x hx using hx
  refine ⟨Matrix.of fun k j => x j k, ?_⟩
  ext i j
  have h1 : (Bᵀ * B * Matrix.of fun k j => x j k) i j = ((Bᵀ * B) *ᵥ x j) i := rfl
  have h2 : (Bᵀ * A) i j = -(Bᵀ *ᵥ (fun i => -A i j)) i := by
    simp [Matrix.mul_apply, Matrix.mulVec, dotProduct]
  rw [Matrix.mul_add, ← Matrix.mul_assoc, Matrix.add_apply, h1, h2, hx j]
  simp

/-- If the response `X` balances the internal forces, the extensions `R = A + B X` left after
relaxation give the relaxed stiffness `Rᵀ R`. -/
theorem isRelaxedStiffness_of_balance {A : Matrix β μ ℝ} {B : Matrix β ν ℝ} {X : Matrix ν μ ℝ}
    (h : Bᵀ * (A + B * X) = 0) :
    IsRelaxedStiffness A B ((A + B * X)ᵀ * (A + B * X)) := by
  -- the energy splits into a relaxed part and a cost for leaving `u = X e`
  have split : ∀ e u, bondEnergy A B e u = e ⬝ᵥ ((A + B * X)ᵀ * (A + B * X)) *ᵥ e
      + (B *ᵥ (u - X *ᵥ e)) ⬝ᵥ (B *ᵥ (u - X *ᵥ e)) := by
    intro e u
    have hs : A *ᵥ e + B *ᵥ u = (A + B * X) *ᵥ e + B *ᵥ (u - X *ᵥ e) := by
      rw [Matrix.add_mulVec, Matrix.mulVec_sub, Matrix.mulVec_mulVec]
      abel
    have ho : ((A + B * X) *ᵥ e) ⬝ᵥ (B *ᵥ (u - X *ᵥ e)) = 0 := by
      rw [Matrix.dotProduct_mulVec, ← Matrix.mulVec_transpose, Matrix.mulVec_mulVec, h,
        Matrix.zero_mulVec, zero_dotProduct]
    have ho' := ho
    rw [dotProduct_comm] at ho'
    rw [bondEnergy, hs, gram_form, add_dotProduct, dotProduct_add, dotProduct_add, ho, ho']
    ring
  refine ⟨by rw [Matrix.IsSymm, Matrix.transpose_mul, Matrix.transpose_transpose],
    fun e => ⟨⟨X *ᵥ e, ?_⟩, ?_⟩⟩
  · rw [split, sub_self, Matrix.mulVec_zero, zero_dotProduct, add_zero]
  · rintro _ ⟨u, rfl⟩
    have hn : 0 ≤ (B *ᵥ (u - X *ᵥ e)) ⬝ᵥ (B *ᵥ (u - X *ᵥ e)) :=
      Finset.sum_nonneg fun i _ => mul_self_nonneg _
    rw [split]
    linarith

/-- Every pair `A`, `B` has exactly one relaxed stiffness. -/
theorem existsUnique_relaxedStiffness (A : Matrix β μ ℝ) (B : Matrix β ν ℝ) :
    ∃! S, IsRelaxedStiffness A B S := by
  classical
  obtain ⟨X, hX⟩ := exists_internal_response A B
  have hS := isRelaxedStiffness_of_balance hX
  refine ⟨_, hS, fun T hT => ?_⟩
  generalize (A + B * X)ᵀ * (A + B * X) = S at hS
  -- polarisation: a symmetric matrix is fixed by its quadratic form
  have hq := fun e => (hT.2 e).unique (hS.2 e)
  have key : ∀ (M : Matrix μ μ ℝ) (i j : μ),
      (Pi.single i 1 : μ → ℝ) ⬝ᵥ M *ᵥ (Pi.single j 1 : μ → ℝ) = M i j := by
    intro M i j
    simp
  ext i j
  have hij := hq (Pi.single i 1 + Pi.single j 1)
  have hi := hq (Pi.single i 1)
  have hj := hq (Pi.single j 1)
  simp only [Matrix.mulVec_add, add_dotProduct, dotProduct_add, key] at hij hi hj
  have h1 := hT.1.apply i j
  have h2 := hS.1.apply i j
  linarith

/-- If the response `X` balances the internal forces, the ranks of the relaxed extensions
`A + B X` and of `B` add up to the rank of `[A B]`. -/
theorem rank_add_of_balance {A : Matrix β μ ℝ} {B : Matrix β ν ℝ} {X : Matrix ν μ ℝ}
    (h : Bᵀ * (A + B * X) = 0) :
    (A + B * X).rank + B.rank = (Matrix.fromCols A B).rank := by
  have hsup : LinearMap.range (Matrix.fromCols A B).mulVecLin =
      LinearMap.range (A + B * X).mulVecLin ⊔ LinearMap.range B.mulVecLin := by
    apply le_antisymm
    · rintro _ ⟨w, rfl⟩
      rw [Submodule.mem_sup]
      refine ⟨(A + B * X) *ᵥ (w ∘ Sum.inl), ⟨_, rfl⟩,
        B *ᵥ (w ∘ Sum.inr - X *ᵥ (w ∘ Sum.inl)), ⟨_, rfl⟩, ?_⟩
      rw [Matrix.mulVecLin_apply, Matrix.fromCols_mulVec, Matrix.add_mulVec, Matrix.mulVec_sub,
        Matrix.mulVec_mulVec]
      abel
    · apply sup_le
      · rintro _ ⟨e, rfl⟩
        exact ⟨Sum.elim e (X *ᵥ e), by
          simp [Matrix.fromCols_mulVec, Matrix.mulVec_mulVec]⟩
      · rintro _ ⟨u, rfl⟩
        exact ⟨Sum.elim 0 u, by simp [Matrix.fromCols_mulVec]⟩
  -- the two ranges are orthogonal, hence meet only in zero
  have hinf : LinearMap.range (A + B * X).mulVecLin ⊓ LinearMap.range B.mulVecLin = ⊥ := by
    rw [Submodule.eq_bot_iff]
    intro v hv
    obtain ⟨⟨e, he⟩, ⟨u, hu⟩⟩ := Submodule.mem_inf.mp hv
    have he' : (A + B * X) *ᵥ e = v := he
    have hu' : B *ᵥ u = v := hu
    have ho : ((A + B * X) *ᵥ e) ⬝ᵥ (B *ᵥ u) = 0 := by
      rw [Matrix.dotProduct_mulVec, ← Matrix.mulVec_transpose, Matrix.mulVec_mulVec, h,
        Matrix.zero_mulVec, zero_dotProduct]
    rw [he', hu'] at ho
    exact dotProduct_self_eq_zero.mp ho
  have hd := Submodule.finrank_sup_add_finrank_inf_eq
    (LinearMap.range (A + B * X).mulVecLin) (LinearMap.range B.mulVecLin)
  rw [hinf, finrank_bot, add_zero, ← hsup] at hd
  exact hd.symm

/-- The rank of the relaxed stiffness is the rank of `[A B]` minus the rank of `B`, written
here as a sum. -/
theorem rank_relaxedStiffness {A : Matrix β μ ℝ} {B : Matrix β ν ℝ} {S : Matrix μ μ ℝ}
    (hS : IsRelaxedStiffness A B S) :
    S.rank + B.rank = (Matrix.fromCols A B).rank := by
  obtain ⟨X, hX⟩ := exists_internal_response A B
  rw [(existsUnique_relaxedStiffness A B).unique hS (isRelaxedStiffness_of_balance hX),
    Matrix.rank_transpose_mul_self, rank_add_of_balance hX]

/-- The number of independent self-stresses plus the rank of `B` is the number of bonds. -/
theorem finrank_selfStress_add_rank (B : Matrix β ν ℝ) :
    Module.finrank ℝ (selfStress B) + B.rank = Fintype.card β := by
  have h : Bᵀ.rank + Module.finrank ℝ (selfStress B) = Module.finrank ℝ (β → ℝ) :=
    Bᵀ.mulVecLin.finrank_range_add_finrank_ker
  rw [Matrix.rank_transpose, Module.finrank_fintype_fun_eq_card] at h
  omega

/-- If the relaxed energy is positive for every nonzero strain, there are at least as many
independent self-stresses as strain components. -/
theorem card_strain_le_selfStress {A : Matrix β μ ℝ} {B : Matrix β ν ℝ} {S : Matrix μ μ ℝ}
    (hS : IsRelaxedStiffness A B S) (hpos : ∀ e, e ≠ 0 → 0 < e ⬝ᵥ S *ᵥ e) :
    Fintype.card μ ≤ Module.finrank ℝ (selfStress B) := by
  -- a positive definite stiffness has full rank
  have hk : LinearMap.ker S.mulVecLin = ⊥ := by
    rw [LinearMap.ker_eq_bot']
    intro e he
    by_contra hne
    have h := hpos e hne
    have he' : S *ᵥ e = 0 := he
    rw [he', dotProduct_zero] at h
    exact lt_irrefl _ h
  have hn := S.mulVecLin.finrank_range_add_finrank_ker
  rw [hk, finrank_bot, add_zero, Module.finrank_fintype_fun_eq_card] at hn
  change S.rank = _ at hn
  have h1 := rank_relaxedStiffness hS
  have h2 := (Matrix.fromCols A B).rank_le_card_height
  have h3 := finrank_selfStress_add_rank B
  omega

/-- If `B` has at least as many independent self-stresses as there are strain components, some
strain coupling `A` makes the relaxed energy positive for every nonzero strain. -/
theorem exists_stable_coupling (B : Matrix β ν ℝ)
    (h : Fintype.card μ ≤ Module.finrank ℝ (selfStress B)) :
    ∃ (A : Matrix β μ ℝ) (S : Matrix μ μ ℝ),
      IsRelaxedStiffness A B S ∧ ∀ e, e ≠ 0 → 0 < e ⬝ᵥ S *ᵥ e := by
  -- the columns of `A` are independent self-stresses
  let b := Module.finBasis ℝ (selfStress B)
  obtain ⟨g⟩ : Nonempty (μ ↪ Fin (Module.finrank ℝ (selfStress B))) :=
    Function.Embedding.nonempty_of_card_le (by simpa using h)
  let A : Matrix β μ ℝ := Matrix.of fun i j => (b (g j) : β → ℝ) i
  have hBA : Bᵀ * A = 0 := by
    ext i j
    exact congrFun (LinearMap.mem_ker.mp (b (g j)).2) i
  have hS : IsRelaxedStiffness A B (Aᵀ * A) := by
    have h0 := isRelaxedStiffness_of_balance (A := A) (B := B) (X := 0)
      (by rw [Matrix.mul_zero, add_zero, hBA])
    rwa [Matrix.mul_zero, add_zero] at h0
  refine ⟨A, Aᵀ * A, hS, fun e he => ?_⟩
  have hne : A *ᵥ e ≠ 0 := by
    intro h0
    have hsum : ∑ j, e j • b (g j) = 0 := by
      apply Subtype.ext
      ext i
      have hi := congrFun h0 i
      simpa [A, Matrix.mulVec, dotProduct, mul_comm] using hi
    have hli := b.linearIndependent.comp g g.injective
    exact he (funext (Fintype.linearIndependent_iff.mp hli e hsum))
  have hn : 0 ≤ (A *ᵥ e) ⬝ᵥ (A *ᵥ e) := Finset.sum_nonneg fun i _ => mul_self_nonneg _
  rw [gram_form]
  exact lt_of_le_of_ne hn (Ne.symm (mt dotProduct_self_eq_zero.mp hne))

/-- Two unit springs in series, with extensions `e + u` and `-u`, have relaxed
stiffness `1/2`. -/
theorem isRelaxedStiffness_witness :
    IsRelaxedStiffness (!![1; 0] : Matrix (Fin 2) (Fin 1) ℝ)
      (!![1; -1] : Matrix (Fin 2) (Fin 1) ℝ) !![1 / 2] := by
  have hE : ∀ e u : Fin 1 → ℝ, bondEnergy (!![1; 0] : Matrix (Fin 2) (Fin 1) ℝ)
      (!![1; -1] : Matrix (Fin 2) (Fin 1) ℝ) e u = (e 0 + u 0) ^ 2 + u 0 ^ 2 := by
    intro e u
    simp [bondEnergy, dotProduct, Fin.sum_univ_succ]
    ring
  have hQ : ∀ e : Fin 1 → ℝ,
      e ⬝ᵥ (!![1 / 2] : Matrix (Fin 1) (Fin 1) ℝ) *ᵥ e = e 0 ^ 2 / 2 := by
    intro e
    simp [Matrix.mulVec, dotProduct]
    ring
  refine ⟨?_, fun e => ⟨⟨fun _ => -e 0 / 2, ?_⟩, ?_⟩⟩
  · ext i j
    rw [Matrix.transpose_apply, Subsingleton.elim i j]
  · rw [hE, hQ]
    ring
  · rintro _ ⟨u, rfl⟩
    rw [hE, hQ]
    nlinarith [sq_nonneg (e 0 + 2 * u 0)]

end InternalStrainRank
```

```lean
#print axioms InternalStrainRank.card_strain_le_selfStress
#print axioms InternalStrainRank.exists_stable_coupling
```

```
'InternalStrainRank.card_strain_le_selfStress' depends on axioms: [propext, Classical.choice, Quot.sound]
'InternalStrainRank.exists_stable_coupling' depends on axioms: [propext, Classical.choice, Quot.sound]
```

## Strained cells and atoms that shift

When a crystal with several atoms per cell is strained, the atoms need not simply follow the cell. If that would leave forces on them, they also shift relative to each other until the forces vanish, and this lowers the energy. In rock salt, where every atom sits at a centre of inversion, no such shift occurs. The elastic constants measured in a slow deformation include that relaxation.

Let e be the vector of strain components and u the vector of internal displacements. To first order the bond extensions are A e + B u, and the energy used here is

E(e, u) = |A e + B u|².

This is `bondEnergy`. It omits the usual factor ½ and gives every bond unit stiffness. Unequal positive spring constants fit in by multiplying each row of A and B by the square root of its spring constant, which leaves the ranks unchanged.

The index types `β`, `μ` and `ν` label bonds, strain components and internal coordinates; they are not elastic moduli. For a crystal, the bonds are those of one cell, each counted once, and m is 6 in three dimensions and 3 in two. The letter S stands for a stiffness, although many texts use it for the compliance.

A self-stress is a set of bond tensions t with Bᵀ t = 0, so that the forces on all internal coordinates balance. It may still pull on the cell: the macroscopic stress, which is proportional to Aᵀ t, need not vanish, although some authors also require it to be zero. The Lean object `selfStress B` is the kernel of Bᵀ; each of its elements gives one number, a tension, per bond.

The theorems take A and B as arbitrary real matrices of finite size. The step from there to a real crystal is the replacement of its energy by a sum of squared, linearised bond extensions about an unstressed reference state. Bonds already under tension would add further quadratic terms.

## What is proved about the relaxed energy

`IsRelaxedStiffness A B S` says that S is symmetric and that, for every e, the number e·S e is the minimum of E(e, u) over u. `IsLeast` means that this value is reached by some u and that no u goes below it. `existsUnique_relaxedStiffness` shows that every pair A, B has exactly one such S. The minimising u need not be unique, so uniform translations of all atoms may stay among the internal coordinates.

The rank theorem, `rank_relaxedStiffness`, reads

rank S + rank B = rank [A B],

where [A B], in Lean `Matrix.fromCols A B`, has the columns of A followed by those of B. The sum form avoids subtraction of natural numbers, which Lean cuts off at zero.

`card_strain_le_selfStress` assumes e·S e > 0 for every nonzero e and concludes that the space of self-stresses has dimension at least m. By `finrank_selfStress_add_rank` that dimension is b − rank B.

The count is necessary but does not guarantee stability for a given A: with A = 0 the relaxed energy vanishes however many self-stresses there are. `exists_stable_coupling` gives the converse that does hold: if B has at least m independent self-stresses, some A makes the relaxed energy positive for every nonzero strain. That A need not come from the geometry of a crystal.

In simulation practice, the result tells a user of a harmonic bond model whether a strain of zero relaxed energy is forced by the count b − rank B alone.

## Splitting the energy at the balanced displacement

Minimising E over u gives the normal equations

BᵀB u = −BᵀA e.

They always have a solution. If BᵀB x = 0, then |B x|² = x·BᵀB x = 0, so B x = 0. Hence BᵀB and B have the same rank, which is also the rank of Bᵀ. The range of BᵀB lies inside the range of Bᵀ and has the same dimension, so the two ranges are equal. Solving for each column of A and collecting the solutions as the columns of a matrix X gives

Bᵀ(A + B X) = 0.

This is `exists_internal_response`; its `choose` step picks the columns. The displacement u = X e balances all internal forces.

Write R = A + B X for the extensions left after relaxation. Then

A e + B u = R e + B(u − X e).

For any w, (R e)·(B w) = (BᵀR e)·w = 0, so the cross terms vanish and

E(e, u) = |R e|² + |B(u − X e)|².

The second term is never negative and is zero at u = X e. The minimum is therefore |R e|² = e·RᵀR e, and S = RᵀR is a relaxed stiffness. In `isRelaxedStiffness_of_balance` the identity is named `split`, and `gram_form` supplies |R e|² = e·RᵀR e.

For uniqueness, let q(e) = e·S e and let ε_i be the strain with component i equal to 1 and the rest zero. Since S is symmetric,

S_ij = ½ [q(ε_i + ε_j) − q(ε_i) − q(ε_j)].

The minimum fixes q and hence S. Lean evaluates both candidate matrices on these strains, written `Pi.single i 1`, and `linarith` compares the entries.

## Adding the ranks

Every vector [A B](e, u) = A e + B u is a sum of R e and B(u − X e). Conversely, R e = A e + B(X e) and B u both lie in the range of [A B]. So the range of [A B] is the sum of the ranges of R and B. These two are orthogonal, so a vector in both has zero length and must be zero. Their dimensions add:

rank R + rank B = rank [A B].

In `rank_add_of_balance` these two facts are `hsup` and `hinf`. Since RᵀR has the same rank as R, and S = RᵀR by uniqueness, the rank theorem follows.

If e·S e > 0 for all nonzero e, then S e = 0 only for e = 0, so rank S = m. The matrix [A B] has b rows, so

m + rank B = rank [A B] ≤ b.

Rank–nullity for Bᵀ gives dim ker Bᵀ = b − rank B, which is therefore at least m. Lean collects these relations and closes with `omega`.

For the converse, take m independent self-stresses as the columns of A. Then BᵀA = 0, so X = 0 balances the forces and S = AᵀA. Independence of the columns gives A e ≠ 0 for e ≠ 0, and the energy |A e|² is positive. The embedding `g` in the proof selects m members of a basis of the self-stress space.

## One internal coordinate, and none that matters

Two unit springs in series, with extensions e + u and −u, have energy

(e + u)² + u² = e²/2 + ½(e + 2u)².

The minimum is e²/2, at u = −e/2, so the stiffness is 1/2, as `isRelaxedStiffness_witness` confirms. Here b = 2 and rank B = 1, which leaves one self-stress, equal tension in both springs, for one strain component.

With one atom per cell, the only internal displacement is a uniform translation, so B = 0. Nothing relaxes, S = AᵀA, and the condition becomes b ≥ m. A square lattice with nearest-neighbour springs has b = 2 and m = 3, so some strain is free; it is the shear that turns the squares into rhombi. The triangular lattice has b = 3 and meets the count exactly.
